# Determinant and trace bounds on the harmonic zero-point energy for positive definite G and F

A molecule vibrating about a nondegenerate minimum of its potential energy surface has, in the harmonic approximation, a zero-point energy proportional to the sum of its normal-mode frequencies, and these come from the eigenvalues of the product of the kinetic matrix G and the force-constant matrix F. When both matrices are positive definite, the determinant and the trace of that product confine the sum from below and from above without the secular equation being solved.

```lean
import Mathlib

open Matrix
open scoped MatrixOrder

namespace WilsonGFZeroPoint

noncomputable section

variable {n : Type*} [Fintype n] [DecidableEq n]

/-- Harmonic frequencies of the Wilson GF problem: the square roots of the real roots of the
characteristic polynomial of `G F`, counted with multiplicity. -/
def frequencies (G F : Matrix n n ℝ) : Multiset ℝ :=
  (G * F).charpoly.roots.map Real.sqrt

/-- The sum of all harmonic frequencies. -/
def freqSum (G F : Matrix n n ℝ) : ℝ := (frequencies G F).sum

/-- The harmonic zero-point energy, `ħ/2` times the sum of the frequencies. -/
def zpe (hbar : ℝ) (G F : Matrix n n ℝ) : ℝ := hbar / 2 * freqSum G F

/-- For positive definite `G` and `F` the secular polynomial of `G F` has one positive real root
per coordinate; the roots multiply to `det G det F` and add up to `tr (G F)`. -/
theorem gf_spectrum {G F : Matrix n n ℝ} (hG : G.PosDef) (hF : F.PosDef) :
    ∃ l : n → ℝ, (∀ k, 0 < l k) ∧ (G * F).charpoly.roots = Finset.univ.val.map l ∧
      ∏ k, l k = G.det * F.det ∧ ∑ k, l k = (G * F).trace := by
  -- symmetric square root of the kinetic matrix
  obtain ⟨S, hS, hSS⟩ : ∃ S : Matrix n n ℝ, S.IsHermitian ∧ S * S = G :=
    ⟨CFC.sqrt G, (Matrix.nonneg_iff_posSemidef.1 (CFC.sqrt_nonneg G)).1,
      CFC.sqrt_mul_sqrt_self G hG.posSemidef.nonneg⟩
  have hC : (S * F * S).PosSemidef := by
    have := hF.posSemidef.conjTranspose_mul_mul_same S
    rwa [hS.eq] at this
  -- `G F` and `S F S` share the secular polynomial
  have hcp : (G * F).charpoly = (S * F * S).charpoly := by
    rw [← hSS, Matrix.mul_assoc S S F, Matrix.charpoly_mul_comm S (S * F)]
  have hdet : ∏ k, hC.1.eigenvalues k = G.det * F.det := by
    have h : (S * F * S).det = ∏ k, hC.1.eigenvalues k := by
      exact hC.1.det_eq_prod_eigenvalues
    rw [← h, ← hSS, det_mul, det_mul, det_mul]
    ring
  have htr : ∑ k, hC.1.eigenvalues k = (G * F).trace := by
    have h : (S * F * S).trace = ∑ k, hC.1.eigenvalues k := by
      exact hC.1.trace_eq_sum_eigenvalues
    rw [← h, ← hSS, Matrix.mul_assoc S S F, Matrix.trace_mul_comm S (S * F)]
  refine ⟨hC.1.eigenvalues, fun k => ?_, ?_, hdet, htr⟩
  · have hne : ∏ k, hC.1.eigenvalues k ≠ 0 := by
      rw [hdet]
      exact (mul_pos hG.det_pos hF.det_pos).ne'
    exact lt_of_le_of_ne (hC.eigenvalues_nonneg k)
      (Finset.prod_ne_zero_iff.1 hne k (Finset.mem_univ k)).symm
  · rw [hcp]
    exact hC.1.roots_charpoly_eq_eigenvalues

/-- For positive definite `G` and `F` there is one positive frequency per coordinate, with
`∏ ω² = det G det F` and `∑ ω² = tr (G F)`. -/
theorem frequency_rules {G F : Matrix n n ℝ} (hG : G.PosDef) (hF : F.PosDef) :
    ∃ w : n → ℝ, (∀ k, 0 < w k) ∧ frequencies G F = Finset.univ.val.map w ∧
      ∏ k, w k ^ 2 = G.det * F.det ∧ ∑ k, w k ^ 2 = (G * F).trace := by
  obtain ⟨l, hl, hr, hp, hs⟩ := gf_spectrum hG hF
  have hsq : ∀ k, Real.sqrt (l k) ^ 2 = l k := fun k => Real.sq_sqrt (hl k).le
  refine ⟨fun k => Real.sqrt (l k), fun k => Real.sqrt_pos.2 (hl k), ?_, ?_, ?_⟩
  · unfold frequencies
    rw [hr, Multiset.map_map]
    rfl
  · simp only [hsq, hp]
  · simp only [hsq, hs]

omit [DecidableEq n] in
/-- For `n` nonnegative frequencies, `n (∏ ω²)^(1/(2n)) ≤ ∑ ω`, with equality exactly when every
frequency equals the mean frequency. -/
theorem sum_ge_geometric [Nonempty n] (w : n → ℝ) (hw : ∀ k, 0 ≤ w k) :
    (Fintype.card n : ℝ) * (∏ k, w k ^ 2) ^ (1 / (2 * (Fintype.card n : ℝ))) ≤ ∑ k, w k ∧
    ((Fintype.card n : ℝ) * (∏ k, w k ^ 2) ^ (1 / (2 * (Fintype.card n : ℝ))) = ∑ k, w k ↔
      ∀ k, w k = (∑ k, w k) / (Fintype.card n : ℝ)) := by
  classical
  obtain ⟨N, hNdef⟩ : ∃ N : ℝ, N = Fintype.card n := ⟨_, rfl⟩
  rw [← hNdef]
  have hN : 0 < N := by rw [hNdef]; exact_mod_cast Fintype.card_pos
  have hprod : ∀ (r : ℝ) (s : Finset n), (∏ k ∈ s, w k ^ 2) ^ r = ∏ k ∈ s, (w k ^ 2) ^ r := by
    intro r s
    induction s using Finset.induction_on with
    | empty => simp
    | insert a s ha ih =>
      rw [Finset.prod_insert ha, Finset.prod_insert ha, ← ih,
        Real.mul_rpow (sq_nonneg _) (Finset.prod_nonneg fun _ _ => sq_nonneg _)]
  -- the left side is the geometric mean of the frequencies
  have key : (∏ k, w k ^ 2) ^ (1 / (2 * N)) = ∏ k, w k ^ (1 / N) := by
    rw [hprod]
    refine Finset.prod_congr rfl fun k _ => ?_
    have he : ((2 : ℕ) : ℝ) * (1 / (2 * N)) = 1 / N := by
      push_cast
      field_simp
    rw [← Real.rpow_natCast, ← Real.rpow_mul (hw k), he]
  have hone : ∑ _k : n, (1 / N) = 1 := by
    rw [Finset.sum_const, Finset.card_univ, nsmul_eq_mul, ← hNdef]
    exact mul_one_div_cancel hN.ne'
  have hs : ∑ k, 1 / N * w k = (∑ k, w k) / N := by
    rw [← Finset.mul_sum]
    ring
  have hpos : 0 < 1 / N := by positivity
  have h1 : ∏ k, w k ^ (1 / N) ≤ ∑ k, 1 / N * w k :=
    Real.geom_mean_le_arith_mean_weighted Finset.univ (fun _ => 1 / N) w
      (fun _ _ => hpos.le) hone (fun k _ => hw k)
  have h2 : ∏ k, w k ^ (1 / N) = ∑ k, 1 / N * w k ↔
      ∀ j ∈ Finset.univ, w j = ∑ k, 1 / N * w k :=
    Real.geom_mean_eq_arith_mean_weighted_iff_of_pos' Finset.univ (fun _ => 1 / N) w
      (fun _ _ => hpos) hone (fun k _ => hw k)
  rw [hs] at h1 h2
  rw [key]
  refine ⟨?_, fun h k => ?_, fun h => ?_⟩
  · rw [le_div_iff₀ hN] at h1
    linarith
  · exact h2.1 (by rw [eq_div_iff hN.ne']; linarith) k (Finset.mem_univ k)
  · have := h2.2 (fun j _ => h j)
    rw [eq_div_iff hN.ne'] at this
    linarith

omit [DecidableEq n] in
/-- For `n` nonnegative frequencies, `∑ ω ≤ √(n ∑ ω²)`, with equality exactly when every
frequency equals the mean frequency. -/
theorem sum_le_quadratic [Nonempty n] (w : n → ℝ) (hw : ∀ k, 0 ≤ w k) :
    ∑ k, w k ≤ Real.sqrt ((Fintype.card n : ℝ) * ∑ k, w k ^ 2) ∧
    (∑ k, w k = Real.sqrt ((Fintype.card n : ℝ) * ∑ k, w k ^ 2) ↔
      ∀ k, w k = (∑ k, w k) / (Fintype.card n : ℝ)) := by
  obtain ⟨N, hNdef⟩ : ∃ N : ℝ, N = Fintype.card n := ⟨_, rfl⟩
  rw [← hNdef]
  have hN : 0 < N := by rw [hNdef]; exact_mod_cast Fintype.card_pos
  obtain ⟨m, hmdef⟩ : ∃ m : ℝ, m = (∑ k, w k) / N := ⟨_, rfl⟩
  rw [← hmdef]
  have hm : N * m = ∑ k, w k := by rw [hmdef]; field_simp
  -- variance identity about the mean frequency
  have hvar : ∑ k, (w k - m) ^ 2 = ∑ k, w k ^ 2 - 2 * m * ∑ k, w k + N * m ^ 2 := by
    have h : ∀ k, (w k - m) ^ 2 = w k ^ 2 - 2 * m * w k + m ^ 2 := fun k => by ring
    simp only [h, Finset.sum_add_distrib, Finset.sum_sub_distrib, ← Finset.mul_sum,
      Finset.sum_const, Finset.card_univ, nsmul_eq_mul, hNdef]
  have hv : N * ∑ k, (w k - m) ^ 2 = N * ∑ k, w k ^ 2 - (∑ k, w k) ^ 2 := by
    rw [hvar]
    linear_combination (N * m - ∑ k, w k) * hm
  have hV : 0 ≤ N * ∑ k, (w k - m) ^ 2 :=
    mul_nonneg hN.le (Finset.sum_nonneg fun _ _ => sq_nonneg _)
  have hq : 0 ≤ N * ∑ k, w k ^ 2 :=
    mul_nonneg hN.le (Finset.sum_nonneg fun _ _ => sq_nonneg _)
  refine ⟨(le_abs_self _).trans (Real.abs_le_sqrt (by linarith)), fun h k => ?_, fun h => ?_⟩
  · have h2 : (∑ k, w k) ^ 2 = N * ∑ k, w k ^ 2 := by rw [h, Real.sq_sqrt hq]
    have h3 : N * ∑ k, (w k - m) ^ 2 = 0 := by linarith
    have h4 : ∑ k, (w k - m) ^ 2 = 0 := (mul_eq_zero.1 h3).resolve_left hN.ne'
    have h5 : (w k - m) ^ 2 = 0 :=
      (Finset.sum_eq_zero_iff_of_nonneg fun _ _ => sq_nonneg _).1 h4 k (Finset.mem_univ k)
    exact sub_eq_zero.1 ((pow_eq_zero_iff two_ne_zero).1 h5)
  · have h4 : ∑ k, (w k - m) ^ 2 = 0 :=
      Finset.sum_eq_zero fun k _ => by rw [sub_eq_zero.2 (h k)]; ring
    have h2 : N * ∑ k, w k ^ 2 = (∑ k, w k) ^ 2 := by
      rw [h4] at hv
      linarith
    rw [h2, Real.sqrt_sq (Finset.sum_nonneg fun k _ => hw k)]

/-- For positive definite `G` and `F` in `n > 0` coordinates,
`n (det G det F)^(1/(2n)) ≤ ∑ ω ≤ √(n tr (G F))`. -/
theorem freqSum_bounds [Nonempty n] {G F : Matrix n n ℝ} (hG : G.PosDef) (hF : F.PosDef) :
    (Fintype.card n : ℝ) * (G.det * F.det) ^ (1 / (2 * (Fintype.card n : ℝ))) ≤ freqSum G F ∧
    freqSum G F ≤ Real.sqrt ((Fintype.card n : ℝ) * (G * F).trace) := by
  obtain ⟨w, hw, hf, hp, hs⟩ := frequency_rules hG hF
  have hsum : freqSum G F = ∑ k, w k := by unfold freqSum; rw [hf]; rfl
  rw [hsum, ← hp, ← hs]
  exact ⟨(sum_ge_geometric w fun k => (hw k).le).1, (sum_le_quadratic w fun k => (hw k).le).1⟩

/-- For positive definite `G` and `F` in `n > 0` coordinates, each of the two bounds `n (det G det
F)^(1/(2n))` and `√(n tr (G F))` on the frequency sum is attained exactly when every frequency
equals the mean frequency. -/
theorem freqSum_bounds_eq_iff [Nonempty n] {G F : Matrix n n ℝ} (hG : G.PosDef) (hF : F.PosDef) :
    ((Fintype.card n : ℝ) * (G.det * F.det) ^ (1 / (2 * (Fintype.card n : ℝ))) = freqSum G F ↔
      ∀ ω ∈ frequencies G F, ω = freqSum G F / (Fintype.card n : ℝ)) ∧
    (freqSum G F = Real.sqrt ((Fintype.card n : ℝ) * (G * F).trace) ↔
      ∀ ω ∈ frequencies G F, ω = freqSum G F / (Fintype.card n : ℝ)) := by
  obtain ⟨w, hw, hf, hp, hs⟩ := frequency_rules hG hF
  have hsum : freqSum G F = ∑ k, w k := by unfold freqSum; rw [hf]; rfl
  have hall : ∀ c : ℝ, (∀ ω ∈ frequencies G F, ω = c) ↔ ∀ k, w k = c := by
    intro c
    rw [hf]
    refine ⟨fun h k => h _ (Multiset.mem_map.2 ⟨k, Finset.mem_univ k, rfl⟩), fun h ω hω => ?_⟩
    obtain ⟨k, _, rfl⟩ := Multiset.mem_map.1 hω
    exact h k
  rw [hall, hsum, ← hp, ← hs]
  exact ⟨(sum_ge_geometric w fun k => (hw k).le).2, (sum_le_quadratic w fun k => (hw k).le).2⟩

/-- For positive definite `G` and `F` in `n > 0` coordinates and `ħ > 0`, the harmonic zero-point
energy lies between `(ħ/2) n (det G det F)^(1/(2n))` and `(ħ/2) √(n tr (G F))`. -/
theorem zpe_bounds [Nonempty n] {G F : Matrix n n ℝ} (hG : G.PosDef) (hF : F.PosDef)
    {hbar : ℝ} (hh : 0 < hbar) :
    hbar / 2 * ((Fintype.card n : ℝ) * (G.det * F.det) ^ (1 / (2 * (Fintype.card n : ℝ))))
      ≤ zpe hbar G F ∧
    zpe hbar G F ≤ hbar / 2 * Real.sqrt ((Fintype.card n : ℝ) * (G * F).trace) :=
  ⟨mul_le_mul_of_nonneg_left (freqSum_bounds hG hF).1 (half_pos hh).le,
    mul_le_mul_of_nonneg_left (freqSum_bounds hG hF).2 (half_pos hh).le⟩

end

end WilsonGFZeroPoint
```

```lean
#print axioms WilsonGFZeroPoint.freqSum_bounds_eq_iff
#print axioms WilsonGFZeroPoint.zpe_bounds
```

```
'WilsonGFZeroPoint.freqSum_bounds_eq_iff' depends on axioms: [propext, Classical.choice, Quot.sound]
'WilsonGFZeroPoint.zpe_bounds' depends on axioms: [propext, Classical.choice, Quot.sound]
```

## The two inequalities and their equality case

In Lean `n` is a finite type that labels the coordinates. The number of coordinates is `Fintype.card n`, written N below and n in the formulas of the code comments, and `[Nonempty n]` says N ≥ 1. The index k runs over the N labels. The hypotheses `G.PosDef` and `F.PosDef` say that G and F are real symmetric N×N matrices with xᵀGx > 0 and xᵀFx > 0 for every nonzero real vector x.

The definition `frequencies G F` takes the real roots of the characteristic polynomial det(λ·1 − GF) in the variable λ, with 1 the identity matrix, and applies the square root to each. The result is a `Multiset ℝ`, an unordered collection with repetition, so a degenerate frequency counts as often as its multiplicity. Then `freqSum G F` is the sum of this collection, and `zpe hbar G F` is ħ/2 times that sum, with `hbar` standing for ħ.

The theorem `frequency_rules` says that there is a family of N positive numbers ω_k (Lean's `w k`), one per coordinate label, which makes up exactly the collection `frequencies G F` and obeys

Π_k ω_k² = det G · det F,   Σ_k ω_k² = tr(GF).

The theorem `freqSum_bounds` states

N (det G · det F)^(1/(2N)) ≤ Σ_k ω_k ≤ √(N tr(GF)).

The theorem `freqSum_bounds_eq_iff` has two parts: the left inequality is an equality if and only if every frequency equals the mean frequency ω̄ = (Σ_k ω_k)/N, and the same condition characterises equality on the right. The theorem `zpe_bounds` multiplies the chain by ħ/2 for any ħ > 0. With E₀ for `zpe hbar G F` it reads

(ħ/2) N (det G · det F)^(1/(2N)) ≤ E₀ ≤ (ħ/2) √(N tr(GF)).

The equality case is stated for the frequency sum, not separately for E₀. For N = 1, with G and F the positive numbers g and f, both bounds and the single frequency equal √(g f). As an illustration for N = 2, frequencies 1 and 3 give det G · det F = 9 and tr(GF) = 10, and the chain is 2√3 ≤ 4 ≤ √20, about 3.46 ≤ 4 ≤ 4.47.

## The vibrating molecule behind G and F

Let q be the vector of displacements of N independent internal coordinates from equilibrium, and p the vector of conjugate momenta. The harmonic Hamiltonian is

H = ½ pᵀG p + ½ qᵀF q,

with G evaluated at the equilibrium geometry and F the matrix of second derivatives of the potential there. With t the time, Hamilton's equations dq/dt = G p and dp/dt = −F q give

d²q/dt² = −GF q.

A normal mode q = a cos(ωt), with amplitude vector a ≠ 0, requires GF a = ω² a, so ω² is a root of the secular equation det(λ·1 − GF) = 0. The convention is therefore λ = ω² with ω an angular frequency. On quantisation each normal mode is an independent oscillator with ground-state energy ħω/2, which sums to E₀ = (ħ/2) Σ_k ω_k.

The file takes the secular equation and this energy formula as definitions; neither the equations of motion nor the oscillator spectrum is derived in it. The constant `hbar` stands for the reduced Planck constant, and only its positivity is used, so the choice of units stays free.

Both positivity conditions are assumed. Positive definite G means that every nonzero momentum carries positive kinetic energy, which holds for nonredundant internal coordinates. Positive definite F means a minimum that curves upwards in every internal direction. Excluded are redundant coordinate sets, where G is singular, Cartesian Hessians that still contain translation and rotation zero modes, and saddle points, where F has a negative direction. The hypotheses also give the definition its meaning: for general matrices `roots` omits non-real roots and `Real.sqrt` sends a negative number to zero, and `gf_spectrum` shows that neither happens here. Anharmonicity, the dependence of G on geometry and vibration–rotation coupling are absent from the model.

In electronic-structure work the harmonic zero-point energy is added to the Born–Oppenheimer energy at an optimised geometry, and for this harmonic, finite-dimensional model at a nondegenerate minimum the bounds give an interval that a computed value must respect. The interval closes only when all frequencies coincide, and it is wide when stiff stretches and soft torsions occur together.

## Reduction of GF to a symmetric matrix

The product GF is in general not symmetric, so the reality of its eigenvalues needs an argument. Diagonalise G = U D Uᵀ with U orthogonal and D diagonal with positive entries, and set S = U √D Uᵀ. Then Sᵀ = S and S S = G. Define C = S F S. It is symmetric, and for any x

xᵀC x = (S x)ᵀ F (S x) ≥ 0,

so C has N real eigenvalues λ_k ≥ 0. Physically, q = S x turns the equation of motion into d²x/dt² = −C x, in coordinates x with unit kinetic matrix.

For square matrices A and B, the products AB and BA have the same characteristic polynomial and the same trace. Taking A = S and B = S F gives AB = GF and BA = C. By hand one may also write C = S⁻¹(GF)S, since S is invertible. The roots of the secular equation are thus the λ_k, with multiplicity, and

Π_k λ_k = det C = (det S)² det F = det G · det F,

Σ_k λ_k = tr C = tr(GF).

Since det G > 0 and det F > 0, the product of the λ_k is nonzero, so none vanishes and all are positive. Setting ω_k = √λ_k gives the product rule and the sum rule.

The theorem `gf_spectrum` follows this route, with `l k` for λ_k. It takes `CFC.sqrt G` for S and keeps only `hS` (symmetry) and `hSS` (S S = G). The step `hC` says that S F S is positive semidefinite, from `conjTranspose_mul_mul_same`. The step `hcp` uses `Matrix.charpoly_mul_comm S (S * F)`, so no inverse of S appears. The steps `hdet` and `htr` combine `det_eq_prod_eigenvalues` and `trace_eq_sum_eigenvalues` with `det_mul` and `Matrix.trace_mul_comm`. Strict positivity comes from `eigenvalues_nonneg` together with `hne`, the nonvanishing of the product, and `roots_charpoly_eq_eigenvalues` identifies the root multiset. In `frequency_rules`, `hsq` is (√λ_k)² = λ_k, which converts both rules to the ω_k.

## The geometric mean gives the lower bound

By the product rule,

(det G · det F)^(1/(2N)) = (Π_k ω_k²)^(1/(2N)) = Π_k ω_k^(1/N),

the geometric mean of the frequencies. For u > 0 one has ln u ≤ u − 1, with equality only at u = 1. Putting u = ω_k/ω̄ and summing,

Σ_k ln(ω_k/ω̄) ≤ (Σ_k ω_k)/ω̄ − N = 0.

Dividing by N and exponentiating gives Π_k ω_k^(1/N) ≤ ω̄, and multiplying by N gives the lower bound. Equality needs each term ln u − (u − 1) to vanish, that is ω_k = ω̄ for all k, and conversely equal frequencies give equality.

The theorem `sum_ge_geometric` proves this for any nonempty finite family of nonnegative numbers. In it `hprod` distributes a real power over a product by induction on the index set, and `key` rewrites (ω_k²)^(1/(2N)) as ω_k^(1/N). The inequality of the means is taken from Mathlib in weighted form: `Real.geom_mean_le_arith_mean_weighted` gives `h1`, and `Real.geom_mean_eq_arith_mean_weighted_iff_of_pos'` gives the equality case `h2`. All weights are 1/N, and `hone` confirms that they add to one, which needs N > 0. The last lines clear the denominator N.

## The spread of the frequencies gives the upper bound

Expand the squared deviations about the mean:

Σ_k (ω_k − ω̄)² = Σ_k ω_k² − 2 ω̄ Σ_k ω_k + N ω̄².

Multiplying by N and using N ω̄ = Σ_k ω_k,

N Σ_k (ω_k − ω̄)² = N Σ_k ω_k² − (Σ_k ω_k)².

The left side is nonnegative, so (Σ_k ω_k)² ≤ N Σ_k ω_k² = N tr(GF), and the square root gives the upper bound. If equality holds, the left side is zero, each square vanishes, and ω_k = ω̄. Conversely, if all ω_k equal ω̄, then N Σ_k ω_k² = (Σ_k ω_k)², whose square root is Σ_k ω_k because that sum is nonnegative.

In `sum_le_quadratic` the mean is `m`, the expansion is `hvar` and the multiplied identity is `hv`. After substituting `hvar`, the two sides of `hv` differ by (N ω̄ − Σ_k ω_k)², which is why `linear_combination (N * m - ∑ k, w k) * hm` closes it. The inequality follows from `hV` and `Real.abs_le_sqrt`. The forward equality direction passes from `h2` to `h5` through `Finset.sum_eq_zero_iff_of_nonneg`, and the converse ends with `Real.sqrt_sq`, the only place where nonnegativity of the `w k` is used.

## From numbers back to matrices

In `freqSum_bounds`, `hsum` turns the multiset sum into Σ_k ω_k, and the rewriting with `← hp` and `← hs` replaces det G · det F and tr(GF) by Π_k ω_k² and Σ_k ω_k². The goal is then the first halves of the two inequalities on numbers. The theorem `freqSum_bounds_eq_iff` uses the second halves, after `hall` has translated "every member of the multiset equals a given number" into "every ω_k equals that number". The theorem `zpe_bounds` multiplies both inequalities by the nonnegative factor ħ/2.

## The sum of reciprocal frequencies

The inverses F⁻¹ and G⁻¹ are positive definite too, and F⁻¹G⁻¹ = (GF)⁻¹ has eigenvalues 1/ω_k². The same two mean inequalities applied to the numbers 1/ω_k would give

N (det G · det F)^(−1/(2N)) ≤ Σ_k 1/ω_k ≤ √(N tr(F⁻¹G⁻¹)),

which after multiplication by 2π bounds the sum of the classical vibrational periods, a quantity weighted towards the soft modes. This variant is an argument in prose only and is not among the theorems of the file.
